# A momentum-independent Einstein-mode self-energy leaves $Nv^2\tau$ unchanged at the Fermi level

In a wide band at zero temperature, coupling electrons to one Einstein mode multiplies the quasiparticle density of states $N$ at the Fermi level and the quasiparticle lifetime $\tau$ there, limited by static impurities, by $1+l$ and divides the velocity $v$ by $1+l$, so $Nv^2\tau$ keeps its bare value. Here $l>0$ is the dimensionless coupling, and I take the self-energy to be independent of momentum and linearise it in the equation for the lifetime. With $w_0$ the mode frequency and $w$ the energy from the Fermi level ($\hbar=1$), the lowest-order self-energy for $|w|<w_0$ and a flat band (one with a constant density of states) of half-width $D$ is

$$S_D(w)=\frac{l w_0}{2}\left[\int_0^D\frac{dx}{w-x-w_0}+\int_{-D}^0\frac{dx}{w-x+w_0}\right].$$

It should tend to $S(w)=\frac{l w_0}{2}\ln\frac{w_0-w}{w_0+w}$ as $D\to\infty$. Can the whole chain, from these integrals to the cancellation, be derived carefully and checked by a proof assistant?

## The factor $1+l$ enters twice up and twice down

Yes. The Lean file below proves the limit and the cancellation, given the linearised pole equation.

**The wide-band limit.** If $c$ lies outside the interval from $a$ to $b$, then $\int_a^b dx/(c-x)=\ln|c-a|-\ln|c-b|$. For $|w|<w_0$ this applies to both integrals, with $c=w-w_0<0$ and $c=w+w_0>0$. They give

$$\ln(w_0-w)-\ln(D+w_0-w)\quad\text{and}\quad\ln(D+w_0+w)-\ln(w_0+w).$$

Hence

$$S_D(w)=S(w)+\frac{l w_0}{2}\ln\frac{D+w_0+w}{D+w_0-w}.$$

The last ratio is $1+2w/(D+w_0-w)$, which tends to 1, so its logarithm vanishes.

**The slope.** Differentiating,

$$S'(w)=-\frac{l w_0}{2}\left(\frac1{w_0-w}+\frac1{w_0+w}\right)=-\frac{l w_0^2}{(w_0-w)(w_0+w)},$$

so $S'(0)=-l$ and $1-S'(0)=1+l$. Also $S(0)=0$.

**The three rescalings.** A subscript $q$ marks dressed quantities.

- Let $n(e)$ count the bare states up to energy $e$, with $N=n'(0)$. The dressed count, of quasiparticle states up to energy $w$, is $n(w-S(w))$, whose slope at $w=0$ is $N_q=(1+l)N$. Each quasiparticle counts here as one state; weighting each by its spectral weight $1/(1+l)$ would give back $N$, the one-electron spectral density of states.
- Let $\varepsilon(p)$ be the bare band and $E(p)$ the dressed one, with $E-S(E)=\varepsilon$ near the Fermi point $k$ and $E(k)=0$. Differentiating at $k$ gives $(1+l)v_q=v$.
- Let $\gamma=1/\tau$ be the bare scattering rate. The linearised pole equation $z-S'(0)z=-i\gamma/2$ with $z=-i\gamma_q/2$ gives $(1+l)\gamma_q=\gamma$, so $\tau_q=(1+l)\tau$.

Therefore

$$N_qv_q^2\tau_q=(1+l)N\,v_q^2\,(1+l)\tau=N\big((1+l)v_q\big)^2\tau=Nv^2\tau.$$

```lean
import Mathlib

open Filter Topology

namespace EinsteinModeTransport

noncomputable section

/-- Self-energy of an electron coupled with strength `l` to an Einstein mode of frequency `w0`,
for energies `|w| < w0` measured from the Fermi level. -/
def selfEnergy (l w0 w : ℝ) : ℝ := l * w0 / 2 * Real.log ((w0 - w) / (w0 + w))

/-- The same self-energy for a flat band of half-width `D`: empty states `0 < x < D` are reached
by phonon emission, filled states `-D < x < 0` give the hole term. Its domain is `|w| < w0`. -/
def cutoffSelfEnergy (l w0 D w : ℝ) : ℝ :=
  l * w0 / 2 * ((∫ x in (0 : ℝ)..D, 1 / (w - x - w0)) + ∫ x in (-D)..(0 : ℝ), 1 / (w - x + w0))

/-- The linearised pole equation `z - S'(0) z = -i γ / 2` for the complex energy `z` of an
electron at the Fermi level whose bare scattering rate is `γ`. -/
def IsDampedPole (l w0 γ : ℝ) (z : ℂ) : Prop :=
  z - ((deriv (selfEnergy l w0) 0 : ℝ) : ℂ) * z = -(Complex.I * (γ : ℂ) / 2)

/-- The energy denominator `1 / (c - x)` integrates to a difference of logarithms over an
interval that does not contain the resonance `x = c`. -/
theorem integral_energy_denominator {a b c : ℝ} (hc : ∀ x ∈ Set.uIcc a b, c - x ≠ 0) :
    (∫ x in a..b, 1 / (c - x)) = Real.log (c - a) - Real.log (c - b) := by
  have hd : ∀ x ∈ Set.uIcc a b,
      HasDerivAt (fun y : ℝ => -Real.log (c - y)) (1 / (c - x)) x := by
    intro x hx
    have h := (((hasDerivAt_id' x).const_sub c).log (hc x hx)).fun_neg
    exact h.congr_deriv (by ring)
  have hcont : ContinuousOn (fun x : ℝ => 1 / (c - x)) (Set.uIcc a b) :=
    ContinuousOn.div continuousOn_const (by fun_prop) hc
  have h := intervalIntegral.integral_eq_sub_of_hasDerivAt hd hcont.intervalIntegrable
  linarith

/-- For `|w| < w0` and half-width `D ≥ 0`, the finite band adds one logarithm to the
self-energy `S(w)`. -/
theorem cutoffSelfEnergy_eq {l w0 w D : ℝ} (hw : |w| < w0) (hD : 0 ≤ D) :
    cutoffSelfEnergy l w0 D w =
      selfEnergy l w0 w + l * w0 / 2 * Real.log ((D + w0 + w) / (D + w0 - w)) := by
  obtain ⟨h1, h2⟩ := abs_lt.mp hw
  -- neither denominator vanishes inside the phonon gap
  have hp : ∀ x ∈ Set.uIcc 0 D, (w - w0) - x ≠ 0 := by
    intro x hx
    rw [Set.uIcc_of_le hD] at hx
    have := hx.1
    exact ne_of_lt (by linarith)
  have hm : ∀ x ∈ Set.uIcc (-D) 0, (w + w0) - x ≠ 0 := by
    intro x hx
    rw [Set.uIcc_of_le (by linarith)] at hx
    have := hx.2
    exact ne_of_gt (by linarith)
  have e1 : (fun x : ℝ => 1 / (w - x - w0)) = fun x => 1 / ((w - w0) - x) := by
    ext x
    congr 1
    ring
  have e2 : (fun x : ℝ => 1 / (w - x + w0)) = fun x => 1 / ((w + w0) - x) := by
    ext x
    congr 1
    ring
  have s1 : Real.log (w - w0 - 0) = Real.log (w0 - w) := by
    rw [← Real.log_neg_eq_log (w - w0 - 0)]
    congr 1
    ring
  have s2 : Real.log (w - w0 - D) = Real.log (D + w0 - w) := by
    rw [← Real.log_neg_eq_log (w - w0 - D)]
    congr 1
    ring
  have s3 : w + w0 - -D = D + w0 + w := by ring
  have s4 : w + w0 - 0 = w0 + w := by ring
  unfold cutoffSelfEnergy selfEnergy
  rw [e1, e2, integral_energy_denominator hp, integral_energy_denominator hm, s1, s2, s3, s4,
    Real.log_div (by linarith) (by linarith), Real.log_div (by linarith) (by linarith)]
  ring

/-- For `|w| < w0` the self-energy of the finite band tends to `S(w)` as the half-width `D`
grows without bound. -/
theorem tendsto_cutoffSelfEnergy {l w0 w : ℝ} (hw : |w| < w0) :
    Tendsto (fun D => cutoffSelfEnergy l w0 D w) atTop (𝓝 (selfEnergy l w0 w)) := by
  obtain ⟨h1, h2⟩ := abs_lt.mp hw
  have ht : Tendsto (fun D : ℝ => D + (w0 - w)) atTop atTop :=
    tendsto_atTop_add_const_right _ _ tendsto_id
  -- the argument of the extra logarithm tends to one
  have hr : Tendsto (fun D : ℝ => 1 + 2 * w / (D + (w0 - w))) atTop (𝓝 (1 + 0)) :=
    tendsto_const_nhds.add (ht.const_div_atTop (2 * w))
  have hl := ((hr.log (by norm_num)).const_mul (l * w0 / 2)).const_add (selfEnergy l w0 w)
  rw [add_zero, Real.log_one, mul_zero, add_zero] at hl
  refine hl.congr' ?_
  filter_upwards [eventually_ge_atTop (0 : ℝ)] with D hD
  have hne : D + (w0 - w) ≠ 0 := ne_of_gt (by linarith)
  have e : 1 + 2 * w / (D + (w0 - w)) = (D + w0 + w) / (D + w0 - w) := by
    rw [show D + w0 - w = D + (w0 - w) by ring, eq_div_iff hne, add_mul, div_mul_cancel₀ _ hne]
    ring
  rw [cutoffSelfEnergy_eq hw hD, e]

/-- For `|w| < w0` the slope of the self-energy is `-l w0² / ((w0 - w)(w0 + w))`. -/
theorem hasDerivAt_selfEnergy {l w0 w : ℝ} (hw : |w| < w0) :
    HasDerivAt (selfEnergy l w0) (-(l * w0 ^ 2) / ((w0 - w) * (w0 + w))) w := by
  obtain ⟨h1, h2⟩ := abs_lt.mp hw
  have hm : w0 - w ≠ 0 := ne_of_gt (by linarith)
  have hp : w0 + w ≠ 0 := ne_of_gt (by linarith)
  have h := ((((hasDerivAt_id' w).const_sub w0).fun_div ((hasDerivAt_id' w).const_add w0)
    hp).log (div_ne_zero hm hp)).const_mul (l * w0 / 2)
  exact h.congr_deriv (by field_simp; ring)

/-- For `w0 > 0` the enhancement factor `1 - S'(0)` at the Fermi level is `1 + l`. -/
theorem enhancement_factor {l w0 : ℝ} (hw0 : 0 < w0) :
    1 - deriv (selfEnergy l w0) 0 = 1 + l := by
  have h := (hasDerivAt_selfEnergy (l := l) (w0 := w0) (w := 0) (by simpa using hw0)).deriv
  rw [h, sub_zero, add_zero, sub_eq_iff_eq_add]
  have : w0 ≠ 0 := hw0.ne'
  have e : -(l * w0 ^ 2) / (w0 * w0) = -l := by
    rw [div_eq_iff (mul_ne_zero this this)]
    ring
  rw [e]
  ring

/-- For `w0 > 0` the bare energy `w - S(w)` belonging to the dressed energy `w` has slope `1 + l` at
the Fermi level. -/
theorem hasDerivAt_bareEnergy {l w0 : ℝ} (hw0 : 0 < w0) :
    HasDerivAt (fun w => w - selfEnergy l w0 w) (1 + l) 0 := by
  have h := (hasDerivAt_selfEnergy (l := l) (w0 := w0) (w := 0)
    (by simpa using hw0)).differentiableAt.hasDerivAt
  exact ((hasDerivAt_id' (0 : ℝ)).fun_sub h).congr_deriv (enhancement_factor hw0)

/-- Let `w0 > 0`. If the dressed lifetime `τq` follows from the linearised pole equation with
bare lifetime `τ`, then `τq = (1 + l) τ`. -/
theorem lifetime_rescaled {l w0 τ τq γ γq : ℝ} (hw0 : 0 < w0) (hτ : τ * γ = 1)
    (hτq : τq * γq = 1) (hpole : IsDampedPole l w0 γ (-(Complex.I * (γq : ℂ) / 2))) :
    τq = (1 + l) * τ := by
  have hd : deriv (selfEnergy l w0) 0 = -l := by
    linarith [enhancement_factor (l := l) hw0]
  unfold IsDampedPole at hpole
  rw [hd, Complex.ofReal_neg] at hpole
  have key : Complex.I * ((γ : ℂ) - (1 + (l : ℂ)) * (γq : ℂ)) = 0 := by
    linear_combination 2 * hpole
  have h0 := (mul_eq_zero.mp key).resolve_left Complex.I_ne_zero
  have hγ : γ = (1 + l) * γq := by
    apply Complex.ofReal_injective
    push_cast
    linear_combination h0
  linear_combination (-τq) * hτ + τq * τ * hγ + (1 + l) * τ * hτq

/-- Let `w0 > 0`, and let `N`, `v`, `τ` be the bare density of states, velocity and lifetime at
the Fermi level. If `Nq`, `vq`, `τq` are the dressed ones, obtained from the state count, the
dispersion `E - S(E) = band` and the linearised pole, then `N v² τ` is unchanged, while
`Nq = (1 + l) N`, `v = (1 + l) vq` and `τq = (1 + l) τ`. -/
theorem transport_invariant {l w0 k N Nq v vq τ τq γ γq : ℝ} {count band E : ℝ → ℝ}
    (hw0 : 0 < w0) (hN : HasDerivAt count N 0)
    (hNq : HasDerivAt (fun w => count (w - selfEnergy l w0 w)) Nq 0)
    (hv : HasDerivAt band v k) (hvq : HasDerivAt E vq k) (hk : E k = 0)
    (hdisp : ∀ᶠ q in 𝓝 k, E q - selfEnergy l w0 (E q) = band q)
    (hτ : τ * γ = 1) (hτq : τq * γq = 1)
    (hpole : IsDampedPole l w0 γ (-(Complex.I * (γq : ℂ) / 2))) :
    (Nq = (1 + l) * N ∧ v = (1 + l) * vq ∧ τq = (1 + l) * τ) ∧
      Nq * vq ^ 2 * τq = N * v ^ 2 * τ := by
  have hs := hasDerivAt_bareEnergy (l := l) hw0
  -- density of states: chain rule for the number of states below `w`
  have h0 : (0 : ℝ) - selfEnergy l w0 0 = 0 := by
    simp [selfEnergy, div_self hw0.ne']
  have hc : HasDerivAt count N (0 - selfEnergy l w0 0) := by
    rw [h0]
    exact hN
  have eN : Nq = N * (1 + l) :=
    hNq.unique (HasDerivAt.comp (h := fun w => w - selfEnergy l w0 w) (0 : ℝ) hc hs)
  -- velocity: differentiate the dispersion relation at the Fermi point
  have hE : HasDerivAt (fun w => w - selfEnergy l w0 w) (1 + l) (E k) := by
    rw [hk]
    exact hs
  have ev : v = (1 + l) * vq :=
    hv.unique ((HasDerivAt.comp (h := E) k hE hvq).congr_of_eventuallyEq
      (hdisp.mono fun q hq => hq.symm))
  have eτ := lifetime_rescaled hw0 hτ hτq hpole
  refine ⟨⟨by rw [eN]; ring, ev, eτ⟩, ?_⟩
  rw [eN, ev, eτ]
  ring

/-- For `w0, l > 0` the state count `n(e) = e`, dressed dispersion `E(q) = q`, bare band `q - S(q)`,
and rates `γ = 1 + l`, `γq = 1` meet the relations of `transport_invariant` at `k = 0`. Listed are
the slopes (`1 + l` serves both the dressed count and the bare band), `τ γ = 1` and the pole
equation; the remaining relations are immediate for these choices. -/
theorem transport_invariant_witness {l w0 : ℝ} (hw0 : 0 < w0) (hl : 0 < l) :
    HasDerivAt (fun e : ℝ => e) 1 0 ∧
      HasDerivAt (fun q => q - selfEnergy l w0 q) (1 + l) 0 ∧
      (1 + l)⁻¹ * (1 + l) = 1 ∧
      IsDampedPole l w0 (1 + l) (-(Complex.I * ((1 : ℝ) : ℂ) / 2)) := by
  refine ⟨hasDerivAt_id' 0, hasDerivAt_bareEnergy hw0, inv_mul_cancel₀ (by positivity), ?_⟩
  have hd : deriv (selfEnergy l w0) 0 = -l := by
    linarith [enhancement_factor (l := l) hw0]
  unfold IsDampedPole
  rw [hd]
  push_cast
  ring

end

end EinsteinModeTransport
```

```lean
#print axioms EinsteinModeTransport.tendsto_cutoffSelfEnergy
-- 'EinsteinModeTransport.tendsto_cutoffSelfEnergy' depends on axioms: [propext, Classical.choice, Quot.sound]
#print axioms EinsteinModeTransport.hasDerivAt_selfEnergy
-- 'EinsteinModeTransport.hasDerivAt_selfEnergy' depends on axioms: [propext, Classical.choice, Quot.sound]
#print axioms EinsteinModeTransport.transport_invariant
-- 'EinsteinModeTransport.transport_invariant' depends on axioms: [propext, Classical.choice, Quot.sound]
```

### What the Lean statements say about the metal

`cutoffSelfEnergy` is $S_D$, `selfEnergy` is $S$, and `tendsto_cutoffSelfEnergy` states the limit at each fixed $|w|<w_0$. In `transport_invariant`, `count` is $n$, `band` is $\varepsilon$, and `hdisp` demands the dispersion relation only for momenta close to `k`. Momentum is one real variable, so `v` is the velocity along one line through the Fermi point. The equations `τ * γ = 1` and `τq * γq = 1` define the lifetimes and force nonzero rates. The sign of $l$ plays no part in this theorem.

`IsDampedPole` is a postulate. It stands for a constant background scattering rate, such as that of static impurities, combined with the first-order expansion of $S$. With time dependence $e^{-izt}$, the probability then decays at rate $\gamma_q$. The differentiability of the count and of both bands is assumed too.

In Boltzmann transport with isotropic scattering, where the lifetime is also the transport time, $Nv^2\tau$ sets the dc conductivity, so within this single-mode, linearised model the mass enhancement drops out of it. The file computes no conductivity and treats neither finite temperature nor vertex corrections.

### From the integrals to the invariant

`integral_energy_denominator` supplies the antiderivative $-\ln|c-x|$ and applies the fundamental theorem of calculus. `cutoffSelfEnergy_eq` checks that neither denominator vanishes and collects the four logarithms; the limit then follows from continuity of the logarithm at 1.

`hasDerivAt_selfEnergy` gives the slope, `enhancement_factor` evaluates it at zero, and `hasDerivAt_bareEnergy` restates it for $w-S(w)$. In `transport_invariant`, the chain rule and uniqueness of derivatives (`unique`) yield the first two rescalings. `lifetime_rescaled` cancels the factor $i$ in the pole equation for the third, and `ring` confirms the product.

`transport_invariant_witness` shows for $l>0$ that the assumptions are consistent, using $n(e)=e$ (states counted from the Fermi level, so negative below it), $E(p)=p$, $\varepsilon(p)=p-S(p)$, $\gamma=1+l$ and $\gamma_q=1$.
